# An overdamped Josephson phase that starts in [-a, a] stays there if the bias never exceeds sin a times the critical current in magnitude

The theorem `phase_trapped` concerns a Josephson junction in the noiseless overdamped model, where the phase obeys x' = f(t) - sin x for t ≥ 0, with time dimensionless and the bias current f in units of the critical current. It states that if |f(s)| ≤ sin a at all times s ≥ 0 and the phase starts in [-a, a], then it lies in [-a, a] at every t ≥ 0. The upper bound comes from the earlier result `phase_le`, that a bias never above sin a cannot carry the phase from at or below a to above it. For the lower bound the attempt uses a symmetry: reversing both phase and current gives another solution, so `phase_le` applied to -x should give -x(t) ≤ a.

In Lean, a first try:

```lean
import Mathlib

open Set Filter Topology

namespace JosephsonPhaseMemory

/-- The phase `x` obeys the reduced overdamped Josephson equation `x' = f(t) - sin x`
for all times `t ≥ 0`, where `f` is the bias current in units of the critical current. -/
def IsJunctionPhase (f x : ℝ → ℝ) : Prop :=
  ∀ t, 0 ≤ t → HasDerivWithinAt x (f t - Real.sin (x t)) (Ici 0) t

/-- The supercurrents at two phases differ by at most the phase difference. -/
theorem supercurrent_lipschitz (u v : ℝ) : |Real.sin u - Real.sin v| ≤ |u - v| := by
  have h := Convex.norm_image_sub_le_of_norm_deriv_le (f := Real.sin) (C := 1)
    (s := Set.univ) (x := v) (y := u) (fun z _ => Real.differentiable_sin z)
    (fun z _ => by rw [Real.deriv_sin]; exact Real.abs_cos_le_one z)
    convex_univ (Set.mem_univ _) (Set.mem_univ _)
  simpa only [Real.norm_eq_abs, one_mul] using h

/-- A bias current never exceeding `sin a` cannot push the phase from below `a` to above `a`. -/
theorem phase_le {f x : ℝ → ℝ} {a t : ℝ} (hx : IsJunctionPhase f x)
    (hf : ∀ s, 0 ≤ s → f s ≤ Real.sin a) (h0 : x 0 ≤ a) (ht : 0 ≤ t) : x t ≤ a := by
  -- compare with a barrier that lies slightly above `a` and rises quickly
  have key : ∀ ε : ℝ, 0 < ε → x t ≤ a + ε * Real.exp (2 * t) := by
    intro ε hε
    have hB : ∀ s : ℝ, HasDerivAt (fun s => a + ε * Real.exp (2 * s))
        (2 * ε * Real.exp (2 * s)) s := by
      intro s
      have h1 : HasDerivAt (fun s : ℝ => 2 * s) 2 s :=
        ((hasDerivAt_id' s).const_mul (2 : ℝ)).congr_deriv (by ring)
      exact ((h1.exp.const_mul ε).const_add a).congr_deriv (by ring)
    refine image_le_of_deriv_right_lt_deriv_boundary (f := x)
      (f' := fun s => f s - Real.sin (x s)) (a := 0) (b := t)
      (B := fun s => a + ε * Real.exp (2 * s)) (B' := fun s => 2 * ε * Real.exp (2 * s))
      (fun s hs => (hx s hs.1).continuousWithinAt.mono Icc_subset_Ici_self)
      (fun s hs => (hx s hs.1).mono (Ici_subset_Ici.2 hs.1)) ?_ hB ?_ (right_mem_Icc.2 ht)
    · show x 0 ≤ a + ε * Real.exp (2 * 0)
      have := mul_pos hε (Real.exp_pos (2 * 0))
      linarith
    · intro s hs hxs
      have hxs' : x s = a + ε * Real.exp (2 * s) := hxs
      show f s - Real.sin (x s) < 2 * ε * Real.exp (2 * s)
      have hpos := mul_pos hε (Real.exp_pos (2 * s))
      have h1 := (le_abs_self _).trans (supercurrent_lipschitz a (x s))
      rw [abs_of_nonpos (by linarith : a - x s ≤ 0)] at h1
      have h2 := hf s hs.1
      linarith
  by_contra hcon
  have hgap : 0 < x t - a := by linarith [not_le.1 hcon]
  have hE := Real.exp_pos (2 * t)
  have h := key ((x t - a) / 2 / Real.exp (2 * t)) (by positivity)
  rw [div_mul_cancel₀ _ hE.ne'] at h
  linarith

/-- A phase starting in `[-a, a]` stays there when the bias current is at most `sin a`
in magnitude. -/
theorem phase_trapped {f x : ℝ → ℝ} {a t : ℝ} (hx : IsJunctionPhase f x)
    (hf : ∀ s, 0 ≤ s → |f s| ≤ Real.sin a) (h0 : x 0 ∈ Icc (-a) a) (ht : 0 ≤ t) :
    x t ∈ Icc (-a) a := by
  -- reversing phase and current gives another solution
  have hneg : IsJunctionPhase (fun s => -f s) (fun s => -x s) := fun s hs =>
    (hx s hs).fun_neg.congr_deriv (by rw [Real.sin_neg]; ring)
  have h1 := phase_le hx (fun s hs => (abs_le.1 (hf s hs)).2) h0.2 ht
  have h2 : -x t ≤ a := phase_le hneg (fun s hs => by linarith [(abs_le.1 (hf s hs)).1])
    (by linarith [h0.1]) ht
  exact ⟨by linarith, h1⟩

end JosephsonPhaseMemory
```

Compiling this gives:

```
Main.lean:65:25: error: Application type mismatch: The argument
  ht
has type
  0 ≤ t
but is expected to have type
  0 ≤ x t
in the application
  phase_le ?m.99 (fun s hs => ?m.102) ?m.104 ht
Main.lean:65:8: error: linarith failed to find a contradiction
f x : ℝ → ℝ
a t : ℝ
hx : IsJunctionPhase f x
hf : ∀ (s : ℝ), 0 ≤ s → |f s| ≤ Real.sin a
h0 : x 0 ∈ Icc (-a) a
ht : 0 ≤ t
hneg : IsJunctionPhase (fun s => -f s) fun s => -x s
h1 : x t ≤ a
a✝ : a < -0
⊢ False
failed
Main.lean:64:33: error: Application type mismatch: The argument
  hneg
has type
  IsJunctionPhase (fun s => -f s) fun s => -x s
but is expected to have type
  IsJunctionPhase (fun s => Real.sin a) Neg.neg
in the application
  phase_le hneg
```

Cause. All three errors come from one wrong guess. `phase_le` concludes `x t ≤ a` for a phase function `x` and a time `t`, which Lean had to find by matching against the goal `-x t ≤ a`. It read `-x t` as the function `Neg.neg` applied to the number `x t`, so it took negation itself for the phase and `x t` for the time.

Hence `ht` was expected to prove `0 ≤ x t`, and the initial condition became `-0 ≤ a`, which `linarith` could not prove from the facts it had. `hneg` was rejected because it concerns `fun s => -x s`, not `Neg.neg`; by then the current, too, had been wrongly filled in, as the constant `Real.sin a`.

The repair names the intended phase, current and time, so that the initial condition is `-x 0 ≤ a`, which follows from `h0.1`, and `hneg` and `ht` fit as they stand. Naming `a` only spells out what Lean had already found, and the new line break is tidying.

After these edits no error is left:

```diff
@@ -62,5 +62,6 @@
     (hx s hs).fun_neg.congr_deriv (by rw [Real.sin_neg]; ring)
   have h1 := phase_le hx (fun s hs => (abs_le.1 (hf s hs)).2) h0.2 ht
-  have h2 : -x t ≤ a := phase_le hneg (fun s hs => by linarith [(abs_le.1 (hf s hs)).1])
+  have h2 : -x t ≤ a := phase_le (f := fun s => -f s) (x := fun s => -x s) (a := a) (t := t)
+    hneg (fun s hs => by linarith [(abs_le.1 (hf s hs)).1])
     (by linarith [h0.1]) ht
   exact ⟨by linarith, h1⟩
```
